# An operator on two spins 1/2 commutes with the total z spin exactly when it has no matrix elements between product states of different total projection

For a pair of spins 1/2, with spin measured in units of ħ, `commute_Fz_iff` concerns an arbitrary complex 4 × 4 matrix `A`, which need not be Hermitian. It is written in the basis of product states in which each spin is up or down along z. The lemma states that `A` commutes with the z component of the total spin, `Fz`, if and only if `A p q` vanishes whenever the product states `p` and `q` have different total projections. The proof is meant to show first, entry by entry, that `Fz` is diagonal with the total projections on its diagonal. Comparing the entries of `A * Fz` and `Fz * A` then gives both directions, since their difference at `p q` is `A p q` times the difference of the two projections.

The first attempt, which Lean rejects:

```lean
import Mathlib

open Matrix
open scoped Kronecker

namespace CommuteFzIff

noncomputable section

/-- The spin-1/2 matrices; the indices 0, 1, 2 stand for x, y, z. -/
def spin : Fin 3 → Matrix (Fin 2) (Fin 2) ℂ :=
  ![!![0, 1 / 2; 1 / 2, 0], !![0, -(Complex.I / 2); Complex.I / 2, 0], !![1 / 2, 0; 0, -(1 / 2)]]

/-- Component `a` of the first spin, acting on the pair. -/
def I1 (a : Fin 3) : Matrix (Fin 2 × Fin 2) (Fin 2 × Fin 2) ℂ := spin a ⊗ₖ 1

/-- Component `a` of the second spin, acting on the pair. -/
def I2 (a : Fin 3) : Matrix (Fin 2 × Fin 2) (Fin 2 × Fin 2) ℂ := 1 ⊗ₖ spin a

/-- The z component of the total spin. -/
def Fz : Matrix (Fin 2 × Fin 2) (Fin 2 × Fin 2) ℂ := I1 2 + I2 2

/-- The projection of one spin: 1/2 for up (index 0), -1/2 for down (index 1). -/
def proj : Fin 2 → ℝ := ![1 / 2, -(1 / 2)]

/-- The total projection of a product state. -/
def totalProj (p : Fin 2 × Fin 2) : ℝ := proj p.1 + proj p.2

/-- An operator commutes with `Fz` exactly when it has no entries between product states
of different total projection. -/
theorem commute_Fz_iff (A : Matrix (Fin 2 × Fin 2) (Fin 2 × Fin 2) ℂ) :
    A * Fz = Fz * A ↔ ∀ p q, totalProj p ≠ totalProj q → A p q = 0 := by
  -- Fz is diagonal in the product states
  have hF : Fz = Matrix.diagonal (fun p => (totalProj p : ℂ)) := by
    ext ⟨i, j⟩ ⟨k, l⟩
    fin_cases i <;> fin_cases j <;> fin_cases k <;> fin_cases l <;>
      norm_num [Fz, I1, I2, spin, totalProj, proj, Matrix.diagonal_apply,
        Matrix.kroneckerMap_apply, Matrix.one_apply]
  rw [hF]
  constructor
  · intro h p q hpq
    have e := congrFun (congrFun h p) q
    rw [Matrix.mul_diagonal, Matrix.diagonal_mul] at e
    have e' : ((totalProj p : ℂ) - totalProj q) * A p q = 0 := by linear_combination -e
    exact (mul_eq_zero.mp e').resolve_left (sub_ne_zero.mpr (by exact_mod_cast hpq))
  · intro h
    ext p q
    rw [Matrix.mul_diagonal, Matrix.diagonal_mul]
    by_cases e : totalProj p = totalProj q
    · rw [e, mul_comm]
    · rw [h p q e, zero_mul, mul_zero]

end

end CommuteFzIff
```

The compiler's answer:

```
Main.lean:34:65: error: unsolved goals
case «0».«0».«0».«0»
A : Matrix (Fin 2 × Fin 2) (Fin 2 × Fin 2) ℂ
⊢ ![!![0, 1 / 2; 1 / 2, 0], !![0, -(Complex.I / 2); Complex.I / 2, 0], !![1 / 2, 0; 0, -(1 / 2)]] 2 0 0 +
      ![!![0, 1 / 2; 1 / 2, 0], !![0, -(Complex.I / 2); Complex.I / 2, 0], !![1 / 2, 0; 0, -(1 / 2)]] 2 0 0 =
    1

case «0».«0».«0».«1»
A : Matrix (Fin 2 × Fin 2) (Fin 2 × Fin 2) ℂ
⊢ ![!![0, 1 / 2; 1 / 2, 0], !![0, -(Complex.I / 2); Complex.I / 2, 0], !![1 / 2, 0; 0, -(1 / 2)]] 2 0 1 = 0

case «0».«0».«1».«0»
A : Matrix (Fin 2 × Fin 2) (Fin 2 × Fin 2) ℂ
⊢ ![!![0, 1 / 2; 1 / 2, 0], !![0, -(Complex.I / 2); Complex.I / 2, 0], !![1 / 2, 0; 0, -(1 / 2)]] 2 0 1 = 0

case «0».«1».«0».«0»
A : Matrix (Fin 2 × Fin 2) (Fin 2 × Fin 2) ℂ
⊢ ![!![0, 1 / 2; 1 / 2, 0], !![0, -(Complex.I / 2); Complex.I / 2, 0], !![1 / 2, 0; 0, -(1 / 2)]] 2 1 0 = 0

case «0».«1».«0».«1»
A : Matrix (Fin 2 × Fin 2) (Fin 2 × Fin 2) ℂ
⊢ ![!![0, 1 / 2; 1 / 2, 0], !![0, -(Complex.I / 2); Complex.I / 2, 0], !![1 / 2, 0; 0, -(1 / 2)]] 2 0 0 +
      ![!![0, 1 / 2; 1 / 2, 0], !![0, -(Complex.I / 2); Complex.I / 2, 0], !![1 / 2, 0; 0, -(1 / 2)]] 2 1 1 =
    0

case «0».«1».«1».«1»
A : Matrix (Fin 2 × Fin 2) (Fin 2 × Fin 2) ℂ
⊢ ![!![0, 1 / 2; 1 / 2, 0], !![0, -(Complex.I / 2); Complex.I / 2, 0], !![1 / 2, 0; 0, -(1 / 2)]] 2 0 1 = 0

case «1».«0».«0».«0»
A : Matrix (Fin 2 × Fin 2) (Fin 2 × Fin 2) ℂ
⊢ ![!![0, 1 / 2; 1 / 2, 0], !![0, -(Complex.I / 2); Complex.I / 2, 0], !![1 / 2, 0; 0, -(1 / 2)]] 2 1 0 = 0

case «1».«0».«1».«0»
A : Matrix (Fin 2 × Fin 2) (Fin 2 × Fin 2) ℂ
⊢ ![!![0, 1 / 2; 1 / 2, 0], !![0, -(Complex.I / 2); Complex.I / 2, 0], !![1 / 2, 0; 0, -(1 / 2)]] 2 1 1 +
      ![!![0, 1 / 2; 1 / 2, 0], !![0, -(Complex.I / 2); Complex.I / 2, 0], !![1 / 2, 0; 0, -(1 / 2)]] 2 0 0 =
    0

case «1».«0».«1».«1»
A : Matrix (Fin 2 × Fin 2) (Fin 2 × Fin 2) ℂ
⊢ ![!![0, 1 / 2; 1 / 2, 0], !![0, -(Complex.I / 2); Complex.I / 2, 0], !![1 / 2, 0; 0, -(1 / 2)]] 2 0 1 = 0

case «1».«1».«0».«1»
A : Matrix (Fin 2 × Fin 2) (Fin 2 × Fin 2) ℂ
⊢ ![!![0, 1 / 2; 1 / 2, 0], !![0, -(Complex.I / 2); Complex.I / 2, 0], !![1 / 2, 0; 0, -(1 / 2)]] 2 1 0 = 0

case «1».«1».«1».«0»
A : Matrix (Fin 2 × Fin 2) (Fin 2 × Fin 2) ℂ
⊢ ![!![0, 1 / 2; 1 / 2, 0], !![0, -(Complex.I / 2); Complex.I / 2, 0], !![1 / 2, 0; 0, -(1 / 2)]] 2 1 0 = 0

case «1».«1».«1».«1»
A : Matrix (Fin 2 × Fin 2) (Fin 2 × Fin 2) ℂ
⊢ ![!![0, 1 / 2; 1 / 2, 0], !![0, -(Complex.I / 2); Complex.I / 2, 0], !![1 / 2, 0; 0, -(1 / 2)]] 2 1 1 +
      ![!![0, 1 / 2; 1 / 2, 0], !![0, -(Complex.I / 2); Complex.I / 2, 0], !![1 / 2, 0; 0, -(1 / 2)]] 2 1 1 =
    -1
```

The error lies in `hF`, the proof that `Fz` is diagonal. Of its sixteen entry equations, twelve are left unsolved, and all of them are true. Each still contains the list of three spin matrices followed by `2` and then a row and a column, as in `![…] 2 0 0`. `norm_num` had unfolded `spin` but could not select the third matrix. Mathlib's simp lemmas select entries 0 and 1 of such a list, but entry 2 is left to a simproc, a small program that `simp` runs and `norm_num` does not. The other four equations closed because both spins differ there, and the identity factors make both terms zero.

The repair makes the selection beforehand. `hz` states that `spin 2` is the explicit z matrix, which `rfl` proves because it holds by definition. The new `rw` unfolds `Fz`, `I1` and `I2` and puts that matrix in place of `spin 2`. The only indices left to evaluate are then 0 and 1, which the simp lemmas handle, and `norm_num` can do the arithmetic. Dropping `Fz`, `I1`, `I2` and `spin` from its list is tidying, as none of them remains in the goal.

As a diff, the version that Lean accepts:

```diff
@@ -33,7 +33,9 @@
   -- Fz is diagonal in the product states
   have hF : Fz = Matrix.diagonal (fun p => (totalProj p : ℂ)) := by
+    have hz : spin 2 = !![1 / 2, 0; 0, -(1 / 2)] := rfl
     ext ⟨i, j⟩ ⟨k, l⟩
+    rw [Fz, I1, I2, hz]
     fin_cases i <;> fin_cases j <;> fin_cases k <;> fin_cases l <;>
-      norm_num [Fz, I1, I2, spin, totalProj, proj, Matrix.diagonal_apply,
+      norm_num [totalProj, proj, Matrix.diagonal_apply,
         Matrix.kroneckerMap_apply, Matrix.one_apply]
   rw [hF]
```
